# Spherical Bessel functions from repeated differentiation: the derivative rule and the free radial equation away from the origin

A particle scatters off a short-range, spherically symmetric potential. Beyond the range of the potential it moves freely, with wave number \(k>0\) and angular momentum \(l\), and its radial function \(R(r)\) obeys

\[
R'' + \frac{2}{r}R' + \left(k^2 - \frac{l(l+1)}{r^2}\right)R = 0 .
\]

With \(x = kr\) and \(R(r)=j(x)\), this becomes

\[
x^2 j'' + 2x\,j' + \bigl(x^2 - l(l+1)\bigr)j = 0 .
\]

For \(l=0\), \(\sin x/x\) is a solution. The question is how to get from it to a solution for every other \(l\), and how the derivative of that solution can be expressed without differentiating again.

The development uses real functions and their ordinary derivatives.

```lean
import Mathlib

open Filter Topology

namespace SphericalBesselRayleigh

noncomputable section
```

## The functions \(j_l\)

The construction rests on one operator, which differentiates and then divides by the radial variable:

\[
(Df)(x) = \frac{f'(x)}{x}.
\]

In Lean it takes a function `ℝ → ℝ` to another such function.

```lean
/-- The operator `D f = f' / x` acting on functions of the radial variable. -/
def radialD (f : ℝ → ℝ) : ℝ → ℝ := fun x => deriv f x / x
```

Let \(g_l = D^l(\sin x/x)\), so that \(g_0 = \sin x/x\). This is `rayleigh l`, where the superscript in `radialD^[l]` denotes iteration.

```lean
/-- The `l`-fold application of `D` to `sin x / x`. -/
def rayleigh (l : ℕ) : ℝ → ℝ := radialD^[l] (fun x => Real.sin x / x)
```

The spherical Bessel function is then

\[
j_l(x) = (-x)^l g_l(x).
\]

This formula, often named after Rayleigh, serves here as the definition. No link is made to the power series or to the Bessel functions of half-integer order. The index `l` is a natural number and `x` is the dimensionless product \(kr\). Since Lean evaluates division by zero as zero, `sphericalBessel 0 0` is 0, whereas the continuous extension of \(\sin x/x\) has the value 1; statements about derivatives are therefore made for \(x\neq0\).

```lean
/-- The spherical Bessel function `j_l(x) = (-x)^l D^l (sin x / x)`. -/
def sphericalBessel (l : ℕ) (x : ℝ) : ℝ := (-x) ^ l * rayleigh l x
```

## Derivatives of \(g_l\)

By the definition of iteration, \(g_{l+1} = D g_l\).

```lean
/-- One more application of `D` raises the index by one. -/
theorem rayleigh_succ (l : ℕ) : rayleigh (l + 1) = radialD (rayleigh l) :=
  Function.iterate_succ_apply' _ _ _
```

Before the derivatives are manipulated, they should be known to exist. Away from the origin \(g_0\) is a quotient of analytic functions with nonzero denominator. If \(g_l\) is analytic there, so is \(g_l'\), and so is \(g_l'/x = g_{l+1}\). The proof is this induction.

```lean
/-- Every function `D^l (sin x / x)` is analytic away from the origin. -/
theorem rayleigh_analyticAt (l : ℕ) : ∀ {x : ℝ}, x ≠ 0 → AnalyticAt ℝ (rayleigh l) x := by
  induction l with
  | zero =>
    intro x hx
    have hs : AnalyticAt ℝ Real.sin x := by fun_prop
    exact hs.div analyticAt_id hx
  | succ l ih =>
    intro x hx
    rw [rayleigh_succ]
    exact (ih hx).deriv.div analyticAt_id hx
```

Multiplying \(g_{l+1} = g_l'/x\) by \(x\) gives

\[
g_l' = x\,g_{l+1}, \qquad x\neq 0 .
\]

The Lean statement uses `HasDerivAt`, which says that the function is differentiable at the point and has the given derivative. Analyticity supplies the differentiability.

```lean
/-- Away from the origin, the derivative of `D^l (sin x / x)` is `x D^(l+1) (sin x / x)`. -/
theorem rayleigh_hasDerivAt (l : ℕ) {x : ℝ} (hx : x ≠ 0) :
    HasDerivAt (rayleigh l) (x * rayleigh (l + 1) x) x := by
  have e : x * rayleigh (l + 1) x = deriv (rayleigh l) x := by
    rw [rayleigh_succ]
    simp only [radialD]
    field_simp
  rw [e]
  exact (rayleigh_analyticAt l hx).differentiableAt.hasDerivAt
```

## The raising relation

The prefactor has the derivative

\[
\frac{d}{dx}(-x)^l = -l(-x)^{l-1} = \frac{l}{x}(-x)^l ,
\]

where the last form also covers \(l=0\). The product rule then gives

\[
j_l' = \frac{l}{x}(-x)^l g_l + (-x)^l x\,g_{l+1}
     = \frac{l}{x}j_l - j_{l+1},
\]

because \((-x)^l x = -(-x)^{l+1}\). In the proof, `hp` is the derivative of the prefactor, with \(l=0\) treated separately, and `fun_mul` is the product rule.

In a phase-shift calculation this relation can supply the radial derivative of the free solution \(j_l(kr)\) at the matching radius, which is \(k\,j_l'(kr)\): a routine that returns \(j_l\) and \(j_{l+1}\) also provides \(j_l'\), with no numerical differentiation.

```lean
/-- The raising relation `j_l' = (l/x) j_l - j_(l+1)` away from the origin. -/
theorem sphericalBessel_hasDerivAt (l : ℕ) {x : ℝ} (hx : x ≠ 0) :
    HasDerivAt (sphericalBessel l)
      (l / x * sphericalBessel l x - sphericalBessel (l + 1) x) x := by
  -- the derivative of the prefactor
  have hp : HasDerivAt (fun y : ℝ => (-y) ^ l) (l / x * (-x) ^ l) x := by
    refine ((hasDerivAt_neg' x).fun_pow l).congr_deriv ?_
    cases l with
    | zero => simp
    | succ n =>
      change ((n + 1 : ℕ) : ℝ) * (-x) ^ n * (-1) = ((n + 1 : ℕ) : ℝ) / x * (-x) ^ (n + 1)
      have hc : ((n + 1 : ℕ) : ℝ) / x * x = ((n + 1 : ℕ) : ℝ) := div_mul_cancel₀ _ hx
      rw [pow_succ]
      generalize (-x) ^ n = P
      linear_combination P * hc
  refine (hp.fun_mul (rayleigh_hasDerivAt l hx)).congr_deriv ?_
  simp only [sphericalBessel, pow_succ]
  ring
```

## The first two functions and the recurrence

The quotient rule applied to \(g_0\) gives

\[
x\,g_1 = g_0' = \frac{x\cos x-\sin x}{x^2}.
\]

Since \(j_1=-x\,g_1\), it follows that

\[
x^2 j_1 = \sin x - x\cos x .
\]

At \(x=0\) both sides vanish, so the identity holds for all real \(x\). In the proof, `unique` equates the two expressions for the derivative of \(g_0\).

```lean
/-- The closed form of the `l = 1` function: `x² j_1(x) = sin x - x cos x`. -/
theorem sphericalBessel_one (x : ℝ) :
    x ^ 2 * sphericalBessel 1 x = Real.sin x - x * Real.cos x := by
  by_cases hx : x = 0
  · subst hx
    simp [sphericalBessel]
  · have h : HasDerivAt (rayleigh 0) ((Real.cos x * x - Real.sin x * 1) / x ^ 2) x :=
      (Real.hasDerivAt_sin x).div (hasDerivAt_id' x) hx
    have u : x * rayleigh 1 x = (Real.cos x * x - Real.sin x * 1) / x ^ 2 :=
      (rayleigh_hasDerivAt 0 hx).unique h
    have v := (eq_div_iff (pow_ne_zero 2 hx)).mp u
    simp only [sphericalBessel]
    linear_combination -v
```

The closed form, rewritten with \(j_1=-x\,g_1\) and \(\sin x = x\,g_0\) and divided by \(x\), reads

\[
x^2 g_1 + g_0 = \cos x .
\]

Differentiating and using \(g_l'=x\,g_{l+1}\) gives

\[
2x\,g_1 + x^3 g_2 + x\,g_1 = -\sin x = -x\,g_0 .
\]

Division by \(x\) leaves \(x^2g_2+3g_1+g_0=0\), the case \(n=0\) of

\[
x^2 g_{n+2} + (2n+3)g_{n+1} + g_n = 0 .
\]

If this holds for some \(n\) at every \(x\neq0\), differentiating it gives

\[
2x\,g_{n+2} + x^3g_{n+3} + (2n+3)x\,g_{n+2} + x\,g_{n+1} = 0 ,
\]

and division by \(x\) gives the same relation with \(n+1\) in place of \(n\). Setting \(n=l\) and multiplying by \(x(-x)^l\) restores the prefactors:

\[
x\,(j_{l+2}+j_l) = (2l+3)\,j_{l+1}.
\]

At \(x=0\) both sides are zero, so this form too holds for all real \(x\).

In the proof, `key` is the induction on \(n\), and `vanish` justifies differentiating an identity: a function that is zero at every nonzero point is zero in a neighbourhood of any such point, so its derivative there is zero. The calls to `mul_left_cancel₀` are the divisions by \(x\), and `linear_combination` does the remaining algebra.

Numerically, for \(x>0\), the recurrence produces a whole table of \(j_l(x)\) from \(j_0\) and \(j_1\). The direction matters in floating-point arithmetic: once \(l\) is well above \(x\), upward recursion amplifies rounding errors. One remedy is to recur downward from a large \(l\) and normalise at the end.

```lean
/-- The three-term recurrence `x (j_(l+2) + j_l) = (2l+3) j_(l+1)`. -/
theorem sphericalBessel_recurrence (l : ℕ) (x : ℝ) :
    x * (sphericalBessel (l + 2) x + sphericalBessel l x)
      = (2 * l + 3) * sphericalBessel (l + 1) x := by
  -- a function that vanishes away from the origin has zero derivative there
  have vanish : ∀ (F : ℝ → ℝ) (F' y : ℝ), (∀ z, z ≠ 0 → F z = 0) → y ≠ 0 →
      HasDerivAt F F' y → F' = 0 := by
    intro F F' y h0 hy hF
    have e : (fun _ : ℝ => (0 : ℝ)) =ᶠ[𝓝 y] F := by
      filter_upwards [isOpen_ne.mem_nhds hy] with z hz
      exact (h0 z hz).symm
    exact (hF.congr_of_eventuallyEq e).unique (hasDerivAt_const y 0)
  have hsq : ∀ y : ℝ, HasDerivAt (fun z : ℝ => z ^ 2) (2 * y) y := fun y => by
    simpa using hasDerivAt_pow 2 y
  have hz : ∀ y : ℝ, y ≠ 0 → y * rayleigh 0 y = Real.sin y := fun y hy => by
    change y * (Real.sin y / y) = Real.sin y
    field_simp
  -- the recurrence without prefactors, by repeated differentiation
  have key : ∀ n : ℕ, ∀ y : ℝ, y ≠ 0 →
      y ^ 2 * rayleigh (n + 2) y + (2 * n + 3) * rayleigh (n + 1) y + rayleigh n y = 0 := by
    intro n
    induction n with
    | zero =>
      intro y hy
      have start : ∀ z : ℝ, z ≠ 0 →
          z ^ 2 * rayleigh 1 z + rayleigh 0 z - Real.cos z = 0 := by
        intro z hz0
        have h := sphericalBessel_one z
        simp only [sphericalBessel] at h
        apply mul_left_cancel₀ hz0
        linear_combination -h + hz z hz0
      have h1 : HasDerivAt (rayleigh 1) (y * rayleigh 2 y) y := rayleigh_hasDerivAt 1 hy
      have h0 : HasDerivAt (rayleigh 0) (y * rayleigh 1 y) y := rayleigh_hasDerivAt 0 hy
      have h : 2 * y * rayleigh 1 y + y ^ 2 * (y * rayleigh 2 y) + y * rayleigh 1 y
          - -Real.sin y = 0 :=
        vanish _ _ y start hy
          ((((hsq y).fun_mul h1).fun_add h0).fun_sub (Real.hasDerivAt_cos y))
      have goal0 : y ^ 2 * rayleigh 2 y + 3 * rayleigh 1 y + rayleigh 0 y = 0 := by
        apply mul_left_cancel₀ hy
        linear_combination h + hz y hy
      simpa using goal0
    | succ n ih =>
      intro y hy
      have h2 : HasDerivAt (rayleigh (n + 2)) (y * rayleigh (n + 3) y) y :=
        rayleigh_hasDerivAt (n + 2) hy
      have h1 : HasDerivAt (rayleigh (n + 1)) (y * rayleigh (n + 2) y) y :=
        rayleigh_hasDerivAt (n + 1) hy
      have h : 2 * y * rayleigh (n + 2) y + y ^ 2 * (y * rayleigh (n + 3) y)
          + (2 * (n : ℝ) + 3) * (y * rayleigh (n + 2) y) + y * rayleigh (n + 1) y = 0 :=
        vanish _ _ y ih hy
          ((((hsq y).fun_mul h2).fun_add (h1.const_mul (2 * (n : ℝ) + 3))).fun_add
            (rayleigh_hasDerivAt n hy))
      have goal1 : y ^ 2 * rayleigh (n + 3) y + (2 * ((n : ℝ) + 1) + 3) * rayleigh (n + 2) y
          + rayleigh (n + 1) y = 0 := by
        apply mul_left_cancel₀ hy
        linear_combination h
      push_cast
      exact goal1
  by_cases hx : x = 0
  · subst hx
    simp [sphericalBessel]
  · have h := key l x hx
    have e2 : (-x) ^ (l + 2) = (-x) ^ l * x ^ 2 := by rw [pow_add, neg_sq]
    simp only [sphericalBessel]
    rw [e2, pow_succ (-x) l]
    generalize (-x) ^ l = P
    linear_combination x * P * h
```

## The lowering relation

The raising relation with \(l+1\) in place of \(l\) is

\[
j_{l+1}' = \frac{l+1}{x}j_{l+1} - j_{l+2}.
\]

The recurrence gives \(j_{l+2} = \frac{2l+3}{x}j_{l+1} - j_l\), and substitution yields

\[
j_{l+1}' = j_l - \frac{l+2}{x}j_{l+1}.
\]

The proof makes the same substitution after `field_simp` has cleared the denominators.

```lean
/-- The lowering relation `j_(l+1)' = j_l - ((l+2)/x) j_(l+1)` away from the origin. -/
theorem sphericalBessel_lowering (l : ℕ) {x : ℝ} (hx : x ≠ 0) :
    HasDerivAt (sphericalBessel (l + 1))
      (sphericalBessel l x - (l + 2) / x * sphericalBessel (l + 1) x) x := by
  have h1 : HasDerivAt (sphericalBessel (l + 1))
      (((l + 1 : ℕ) : ℝ) / x * sphericalBessel (l + 1) x - sphericalBessel (l + 2) x) x :=
    sphericalBessel_hasDerivAt (l + 1) hx
  refine h1.congr_deriv ?_
  have h := sphericalBessel_recurrence l x
  push_cast
  field_simp
  linear_combination -h
```

## The second derivative and the radial equation

Differentiating the raising relation gives

\[
j_l'' = -\frac{l}{x^2}j_l + \frac{l}{x}j_l' - j_{l+1}'.
\]

Inserting the raising relation for \(j_l'\) and the lowering relation for \(j_{l+1}'\) gives

\[
j_l'' = \left(\frac{l(l-1)}{x^2}-1\right)j_l + \frac{2}{x}j_{l+1}.
\]

To differentiate the formula for \(j_l'\), one needs it in a neighbourhood of \(x\) and not only at \(x\) itself. The equality `e` provides this, since all points near a nonzero \(x\) are nonzero.

```lean
/-- The second derivative of `j_l` away from the origin, in terms of `j_l` and `j_(l+1)`. -/
theorem sphericalBessel_hasDerivAt_deriv (l : ℕ) {x : ℝ} (hx : x ≠ 0) :
    HasDerivAt (deriv (sphericalBessel l))
      ((l * (l - 1) / x ^ 2 - 1) * sphericalBessel l x
        + 2 / x * sphericalBessel (l + 1) x) x := by
  -- near x the first derivative is given by the raising relation
  have e : deriv (sphericalBessel l) =ᶠ[𝓝 x]
      fun y => (l : ℝ) * y⁻¹ * sphericalBessel l y - sphericalBessel (l + 1) y := by
    filter_upwards [isOpen_ne.mem_nhds hx] with y hy
    simp only [(sphericalBessel_hasDerivAt l hy).deriv, div_eq_mul_inv]
  refine HasDerivAt.congr_of_eventuallyEq ?_ e
  refine ((((hasDerivAt_inv hx).const_mul (l : ℝ)).fun_mul
    (sphericalBessel_hasDerivAt l hx)).fun_sub (sphericalBessel_lowering l hx)).congr_deriv ?_
  ring
```

The first two terms of the radial equation are now

\[
x^2j_l'' = \bigl(l(l-1)-x^2\bigr)j_l + 2x\,j_{l+1},
\qquad
2x\,j_l' = 2l\,j_l - 2x\,j_{l+1}.
\]

In their sum \(j_{l+1}\) cancels, leaving \(\bigl(l(l+1)-x^2\bigr)j_l\), which is the radial equation.

The final theorem says that for every natural number \(l\) and every real \(x\neq0\), three things hold: \(j_l\) is analytic at \(x\), its derivative obeys the raising relation, and it satisfies the radial equation. Here `deriv (deriv (sphericalBessel l))` is \(j_l''\), and analyticity ensures that both derivatives exist. The physical range \(x>0\) is included. The theorem does not treat the behaviour as \(x\to0\), which singles out \(j_l\) as the regular solution, nor the asymptotic form at large \(x\), from which phase shifts are read off.

For scattering by a central potential, the result supplies one free solution in each partial wave, valid where the potential vanishes.

```lean
/-- Away from the origin `j_l` is analytic, obeys `j_l' = (l/x) j_l - j_(l+1)`, and solves
`x² j_l'' + 2x j_l' + (x² - l(l+1)) j_l = 0`. -/
theorem sphericalBessel_radial_equation (l : ℕ) {x : ℝ} (hx : x ≠ 0) :
    AnalyticAt ℝ (sphericalBessel l) x ∧
    deriv (sphericalBessel l) x
      = l / x * sphericalBessel l x - sphericalBessel (l + 1) x ∧
    x ^ 2 * deriv (deriv (sphericalBessel l)) x + 2 * x * deriv (sphericalBessel l) x
      + (x ^ 2 - l * (l + 1)) * sphericalBessel l x = 0 := by
  refine ⟨(analyticAt_id.neg.pow l).mul (rayleigh_analyticAt l hx),
    (sphericalBessel_hasDerivAt l hx).deriv, ?_⟩
  rw [(sphericalBessel_hasDerivAt_deriv l hx).deriv, (sphericalBessel_hasDerivAt l hx).deriv]
  field_simp
  ring

end

end SphericalBesselRayleigh
```

```lean
#print axioms SphericalBesselRayleigh.sphericalBessel_radial_equation
```

```
'SphericalBesselRayleigh.sphericalBessel_radial_equation' depends on axioms: [propext, Classical.choice, Quot.sound]
```

The same argument by hand, started from \(-\cos x/x\), gives the second free solution, the spherical Neumann function \(n_l = (-x)^lD^l(-\cos x/x)\). With \(h_l = D^l(-\cos x/x)\), the first identity becomes \(x^2h_1+h_0=\sin x\). Its derivative has \(\cos x=-x\,h_0\) on the right, so the recurrence, both derivative relations and the radial equation follow unchanged for \(x\neq0\). Outside a short-range potential, the radial function is a combination of \(j_l(kr)\) and \(n_l(kr)\), and the ratio of the two coefficients fixes the phase shift up to a multiple of \(\pi\).
